# The Paschen–Back normal triplet: allowed dipole lines shift by −b, 0 or b

Read off the level diagram alone, the magnetic spectrum of an s–p transition has too many lines. For one electron in a field strong enough that spin–orbit coupling can be neglected, but weak enough that the term quadratic in the field can be neglected too, a level with orbital projection \(m\) and spin projection \(s=\pm\tfrac12\) moves by \(b(m+2s)\), where \(b\) is the field in energy units. The s level splits in two and the p level in five, and their differences give seven displacements, from \(-3b\) to \(3b\). Electric-dipole selection rules leave three.

## From commutators to line positions

Set \(\hbar=1\) and let \(H=H_0+b(L_z+2S_z)\), with \(L_z\) and \(S_z\) symmetric. Let \(u\) and \(v\) be joint eigenvectors of \(H_0,L_z,S_z\) with real eigenvalues \((e,m,s)\) and \((e',m',s')\). Suppose that \([L_z,V]=qV\) with \(q\) real, \([S_z,V]=0\) and \(\langle u,Vv\rangle\neq0\). Then

\[
L_zVv=VL_zv+qVv=(m'+q)Vv,
\]
\[
m\langle u,Vv\rangle=\langle L_zu,Vv\rangle=\langle u,L_zVv\rangle=(m'+q)\langle u,Vv\rangle .
\]

Hence \(m=m'+q\). The same argument for \(S_z\), with shift zero, gives \(s=s'\). The energies in the field are \(\varepsilon=e+b(m+2s)\) and \(\varepsilon'=e'+b(m'+2s')\), so

\[
\varepsilon-\varepsilon'=(e-e')+b(m-m')+2b(s-s')=(e-e')+bq .
\]

The electric dipole \((X,Y,Z)\) commutes with \(S_z\) and satisfies \([L_z,X]=iY\), \([L_z,Y]=-iX\), \([L_z,Z]=0\). For \(\sigma=\pm1\),

\[
[L_z,X+i\sigma Y]=iY+\sigma X=\sigma(X+i\sigma Y).
\]

Any polarisation \((a_1,a_2,a_3)\) decomposes as

\[
a_1X+a_2Y+a_3Z=\tfrac{a_1-ia_2}{2}(X+iY)+\tfrac{a_1+ia_2}{2}(X-iY)+a_3Z .
\]

If its matrix element is nonzero, so is that of at least one component, and \(q\) is \(1\), \(-1\) or \(0\).

For numbers, take s energy 0, p energy 1 and \(b=0.1\). With spin up, the s level is at 0.1 and the p levels with \(m=1,0,-1\) are at 1.2, 1.1 and 1.0. With spin down, they are at \(-0.1\) and at 1.0, 0.9 and 0.8. Both spins give lines at 1.1, 1.0 and 0.9.

## Operators, states and polarisation in Lean

```lean
import Mathlib

open Matrix
open Complex (I)

namespace PaschenBackTriplet

noncomputable section

variable {E : Type*} [NormedAddCommGroup E] [InnerProductSpace ℂ E]
```

The space `E` is any complex inner product space, possibly infinite-dimensional. All the operators are defined on the whole of `E` and map it to itself, so an operator defined only on part of a Hilbert space, such as an unbounded self-adjoint one, is not covered directly.

```lean
/-- The Hamiltonian `H₀ + b (L_z + 2 S_z)` of an atom in a magnetic field, with `b` the field
in energy units. -/
def hamiltonian (H₀ Lz Sz : Module.End ℂ E) (b : ℝ) : Module.End ℂ E :=
  H₀ + (b : ℂ) • (Lz + (2 : ℂ) • Sz)
```

Here \(b\) is the Bohr magneton times the field. The factor 2 is the electron's spin g-factor, taken as exact; the term quadratic in the field is omitted.

```lean
/-- The vector `u` has field-free energy `e`, orbital projection `m` and spin projection `s`. -/
structure IsJointState (H₀ Lz Sz : Module.End ℂ E) (e m s : ℝ) (u : E) : Prop where
  energy : H₀ u = (e : ℂ) • u
  orbital : Lz u = (m : ℂ) • u
  spin : Sz u = (s : ℂ) • u
```

This structure carries the Paschen–Back idealisation: spin–orbit coupling must not mix either chosen state with other states. `H₀` need not be symmetric, because its two eigenvalues are taken real.

```lean
/-- The operators `X, Y, Z` rotate as a vector under `L_z` and commute with `S_z`. -/
structure IsDipole (Lz Sz X Y Z : Module.End ℂ E) : Prop where
  orbital_x : Lz * X - X * Lz = I • Y
  orbital_y : Lz * Y - Y * Lz = (-I) • X
  orbital_z : Lz * Z = Z * Lz
  spin_x : Sz * X = X * Sz
  spin_y : Sz * Y = Y * Sz
  spin_z : Sz * Z = Z * Sz

/-- The dipole component along the complex polarisation vector `(a, b, c)`. -/
def polarised (X Y Z : Module.End ℂ E) (a b c : ℂ) : Module.End ℂ E :=
  a • X + b • Y + c • Z
```

`IsDipole` records only rotation about the field axis and commutation with \(S_z\). The polarisation coefficients are complex and need not be normalised.

## Selection rule and field energies

```lean
/-- Selection rule: if `[A, V] = q V` with `A` symmetric, a nonzero matrix element of `V`
connects only eigenvectors of `A` whose eigenvalues differ by `q`. -/
theorem selection_rule {A V : Module.End ℂ E} {a a' q : ℝ} {u v : E}
    (hA : LinearMap.IsSymmetric A) (hu : A u = (a : ℂ) • u) (hv : A v = (a' : ℂ) • v)
    (hV : A * V - V * A = (q : ℂ) • V) (hne : inner ℂ u (V v) ≠ 0) : a = a' + q := by
  -- `V v` is an eigenvector with shifted eigenvalue
  have h2 : A (V v) = ((a' : ℂ) + q) • V v := by
    have h := LinearMap.congr_fun hV v
    simp only [LinearMap.sub_apply, Module.End.mul_apply, LinearMap.smul_apply, hv,
      map_smul] at h
    rw [sub_eq_iff_eq_add] at h
    rw [h]
    module
  -- move `A` from one side of the matrix element to the other
  have h1 : inner ℂ (A u) (V v) = inner ℂ u (A (V v)) := hA u (V v)
  rw [hu, h2, inner_smul_left, inner_smul_right, Complex.conj_ofReal] at h1
  have h3 := mul_right_cancel₀ hne h1
  exact_mod_cast h3
```

`h2` computes the eigenvalue of \(Vv\), `h1` moves \(A\) across the inner product, and cancelling the nonzero matrix element finishes the proof.

```lean
/-- A nonzero joint eigenvector has energy `ε` in the field exactly when
`ε = e + b (m + 2 s)`. -/
theorem level_iff {H₀ Lz Sz : Module.End ℂ E} {e m s : ℝ} {u : E}
    (hu : IsJointState H₀ Lz Sz e m s u) (hu0 : u ≠ 0) (b ε : ℝ) :
    hamiltonian H₀ Lz Sz b u = (ε : ℂ) • u ↔ ε = e + b * (m + 2 * s) := by
  have h : hamiltonian H₀ Lz Sz b u = ((e + b * (m + 2 * s) : ℝ) : ℂ) • u := by
    simp only [hamiltonian, LinearMap.add_apply, LinearMap.smul_apply, hu.energy,
      hu.orbital, hu.spin]
    push_cast
    module
  constructor
  · intro hε
    have h' := smul_left_injective ℂ hu0 (hε.symm.trans h)
    exact Complex.ofReal_injective h'
  · intro hε
    rw [h, hε]
```

The direct calculation gives one eigenvalue; \(u\neq0\) makes it the only one.

```lean
/-- Paschen-Back line: a transition driven by `V` with `[L_z, V] = q V` and `[S_z, V] = 0`
keeps the spin projection, changes the orbital projection by `q`, and has the field-free
energy difference plus `b q`. -/
theorem paschenBack_line {H₀ Lz Sz V : Module.End ℂ E} {e m s e' m' s' q : ℝ} {u v : E}
    (hL : LinearMap.IsSymmetric Lz) (hS : LinearMap.IsSymmetric Sz)
    (hu : IsJointState H₀ Lz Sz e m s u) (hv : IsJointState H₀ Lz Sz e' m' s' v)
    (hLV : Lz * V - V * Lz = (q : ℂ) • V) (hSV : Sz * V = V * Sz)
    (hne : inner ℂ u (V v) ≠ 0) :
    s = s' ∧ m = m' + q ∧ ∀ b ε ε' : ℝ,
      hamiltonian H₀ Lz Sz b u = (ε : ℂ) • u → hamiltonian H₀ Lz Sz b v = (ε' : ℂ) • v →
      ε - ε' = (e - e') + b * q := by
  have hm : m = m' + q := selection_rule hL hu.orbital hv.orbital hLV hne
  have hs : s = s' + 0 := selection_rule hS hu.spin hv.spin
    (by rw [hSV, sub_self, Complex.ofReal_zero, zero_smul]) hne
  have hu0 : u ≠ 0 := fun h => hne (by rw [h, inner_zero_left])
  have hv0 : v ≠ 0 := fun h => hne (by rw [h, map_zero, inner_zero_right])
  refine ⟨by linarith, hm, fun b ε ε' h h' => ?_⟩
  -- the spin parts of the two level shifts cancel
  rw [(level_iff hu hu0 b ε).1 h, (level_iff hv hv0 b ε').1 h', hm, hs]
  ring
```

The selection rule is applied to \(L_z\) and to \(S_z\), both assumed symmetric. The nonzero matrix element forces both states to be nonzero, so `level_iff` supplies their energies, and `ring` performs the subtraction.

## Three displacements for any polarisation

```lean
/-- For `σ = ±1` the circular component `X + σ i Y` of a dipole shifts `L_z` by `σ`. -/
theorem circular_component {Lz Sz X Y Z : Module.End ℂ E} (hD : IsDipole Lz Sz X Y Z)
    {σ : ℝ} (hσ : σ ^ 2 = 1) :
    Lz * (X + ((σ : ℂ) * I) • Y) - (X + ((σ : ℂ) * I) • Y) * Lz
      = (σ : ℂ) • (X + ((σ : ℂ) * I) • Y) := by
  have hσ' : (σ : ℂ) ^ 2 = 1 := by exact_mod_cast hσ
  have h1 : (σ : ℂ) * I * (-I) = σ := by linear_combination (-(σ : ℂ)) * Complex.I_sq
  have h2 : (σ : ℂ) * (σ * I) = I := by linear_combination I * hσ'
  have h3 : Lz * (X + ((σ : ℂ) * I) • Y) - (X + ((σ : ℂ) * I) • Y) * Lz
      = (Lz * X - X * Lz) + ((σ : ℂ) * I) • (Lz * Y - Y * Lz) := by
    rw [mul_add, add_mul, mul_smul_comm, smul_mul_assoc, smul_sub]
    abel
  rw [h3, hD.orbital_x, hD.orbital_y, smul_add, smul_smul, smul_smul, h1, h2]
  exact add_comm _ _

/-- Normal triplet: for any polarisation, an allowed dipole transition keeps the spin
projection and is displaced from its field-free energy by `-b`, `0` or `b`. -/
theorem normal_triplet {H₀ Lz Sz X Y Z : Module.End ℂ E} {e m s e' m' s' : ℝ} {u v : E}
    (hL : LinearMap.IsSymmetric Lz) (hS : LinearMap.IsSymmetric Sz)
    (hD : IsDipole Lz Sz X Y Z)
    (hu : IsJointState H₀ Lz Sz e m s u) (hv : IsJointState H₀ Lz Sz e' m' s' v)
    (a₁ a₂ a₃ : ℂ) (hne : inner ℂ u (polarised X Y Z a₁ a₂ a₃ v) ≠ 0) :
    s = s' ∧ ∃ q : ℝ, (q = -1 ∨ q = 0 ∨ q = 1) ∧ m = m' + q ∧ ∀ b ε ε' : ℝ,
      hamiltonian H₀ Lz Sz b u = (ε : ℂ) • u → hamiltonian H₀ Lz Sz b v = (ε' : ℂ) • v →
      ε - ε' = (e - e') + b * q := by
  have hspin : ∀ c : ℂ, Sz * (X + c • Y) = (X + c • Y) * Sz := fun c => by
    rw [mul_add, add_mul, mul_smul_comm, smul_mul_assoc, hD.spin_x, hD.spin_y]
  by_cases hz : inner ℂ u (Z v) = 0
  · by_cases hp : inner ℂ u ((X + (((1 : ℝ) : ℂ) * I) • Y) v) = 0
    · by_cases hm : inner ℂ u ((X + (((-1 : ℝ) : ℂ) * I) • Y) v) = 0
      · -- if all three components vanish, so does the whole matrix element
        exfalso
        apply hne
        simp only [polarised, LinearMap.add_apply, LinearMap.smul_apply, inner_add_right,
          inner_smul_right] at hp hm ⊢
        push_cast at hp hm
        linear_combination a₃ * hz + (a₁ - a₂ * I) / 2 * hp + (a₁ + a₂ * I) / 2 * hm
          + a₂ * inner ℂ u (Y v) * Complex.I_sq
      · obtain ⟨h1, h2⟩ := paschenBack_line hL hS hu hv
          (circular_component hD (by norm_num)) (hspin _) hm
        exact ⟨h1, -1, Or.inl rfl, h2⟩
    · obtain ⟨h1, h2⟩ := paschenBack_line hL hS hu hv
        (circular_component hD (by norm_num)) (hspin _) hp
      exact ⟨h1, 1, Or.inr (Or.inr rfl), h2⟩
  · obtain ⟨h1, h2⟩ := paschenBack_line (q := 0) hL hS hu hv
      (by rw [hD.orbital_z, sub_self, Complex.ofReal_zero, zero_smul]) hD.spin_z hz
    exact ⟨h1, 0, Or.inr (Or.inl rfl), h2⟩
```

The proof tests the \(Z\), \(X+iY\) and \(X-iY\) matrix elements in turn. The first nonzero one fixes \(q\); if all vanish, `linear_combination` applies the decomposition above and contradicts `hne`.

The displacement is measured from each pair's own field-free difference. If that difference is common to all allowed pairs of a multiplet, their lines lie at no more than three positions, displaced by \(-b\), \(0\) and \(b\) from one centre; if it is not, the lines need not form such a triplet. For atomic spectra, this approximates line positions when the field dominates spin–orbit coupling but is weak enough for the quadratic term to be negligible; it does not give intensities.

## An s–p model with all three lines

The model has eight basis states: one s and three p orbitals, each with two spin projections.

```lean
/-- Labels of the model: four orbitals (`s`, then `p` with projections 1, 0, -1) times spin. -/
abbrev Idx := Fin 4 × Fin 2

/-- The operator on the model space with matrix `A`. -/
def op (A : Matrix Idx Idx ℂ) : EuclideanSpace ℂ Idx →ₗ[ℂ] EuclideanSpace ℂ Idx where
  toFun x := WithLp.toLp 2 (A *ᵥ x.ofLp)
  map_add' x y := by rw [WithLp.ofLp_add, Matrix.mulVec_add, WithLp.toLp_add]
  map_smul' c x := by
    rw [WithLp.ofLp_smul, Matrix.mulVec_smul, WithLp.toLp_smul, RingHom.id_apply]

/-- The diagonal operator with real entries `d`. -/
def diag (d : Idx → ℝ) : Module.End ℂ (EuclideanSpace ℂ Idx) :=
  op (Matrix.diagonal fun i => (d i : ℂ))

/-- The basis state with label `p`. -/
def ket (p : Idx) : EuclideanSpace ℂ Idx := WithLp.toLp 2 (Pi.single p 1)

/-- An orbital matrix acting as the identity on spin. -/
def lift (A : Matrix (Fin 4) (Fin 4) ℂ) : Matrix Idx Idx ℂ :=
  fun p r => if p.2 = r.2 then A p.1 r.1 else 0

/-- Orbital projections of the model. -/
def mL : Fin 4 → ℝ := ![0, 1, 0, -1]

/-- Spin projections of the model. -/
def mS : Fin 2 → ℝ := ![1 / 2, -1 / 2]

/-- Field-free energies of the model. -/
def e₀ : Fin 4 → ℝ := ![0, 1, 1, 1]

/-- The `x` component of the model dipole. -/
def dx : Matrix (Fin 4) (Fin 4) ℂ := !![0, 1, 0, 1; 1, 0, 0, 0; 0, 0, 0, 0; 1, 0, 0, 0]

/-- The `y` component of the model dipole. -/
def dy : Matrix (Fin 4) (Fin 4) ℂ := !![0, I, 0, -I; -I, 0, 0, 0; 0, 0, 0, 0; I, 0, 0, 0]

/-- The `z` component of the model dipole. -/
def dz : Matrix (Fin 4) (Fin 4) ℂ := !![0, 0, 1, 0; 0, 0, 0, 0; 1, 0, 0, 0; 0, 0, 0, 0]
```

The dipole entries are chosen to satisfy the relations with \(L_z\); their relative sizes are not those of a real atom.

```lean
/-- If multiplying each entry `B i j` by `d i - d j` gives `c * C i j`, then the commutator of `diag
d` with `op B` is `c • op C`. -/
theorem diag_comm (d : Idx → ℝ) (B C : Matrix Idx Idx ℂ) (c : ℂ)
    (h : ∀ i j, ((d i : ℂ) - d j) * B i j = c * C i j) :
    diag d * op B - op B * diag d = c • op C := by
  have hM : Matrix.diagonal (fun i => (d i : ℂ)) * B - B * Matrix.diagonal (fun i => (d i : ℂ))
      = c • C := by
    ext i j
    simp only [Matrix.sub_apply, Matrix.diagonal_mul, Matrix.mul_diagonal, Matrix.smul_apply,
      smul_eq_mul]
    linear_combination h i j
  refine LinearMap.ext fun x => ?_
  change WithLp.toLp 2 (Matrix.diagonal (fun i => (d i : ℂ)) *ᵥ (B *ᵥ x.ofLp))
    - WithLp.toLp 2 (B *ᵥ (Matrix.diagonal (fun i => (d i : ℂ)) *ᵥ x.ofLp))
    = c • WithLp.toLp 2 (C *ᵥ x.ofLp)
  rw [Matrix.mulVec_mulVec, Matrix.mulVec_mulVec, ← WithLp.toLp_sub, ← Matrix.sub_mulVec, hM,
    Matrix.smul_mulVec, WithLp.toLp_smul]

/-- A real diagonal operator is symmetric and has the basis states as eigenvectors. -/
theorem diag_spectrum (d : Idx → ℝ) :
    LinearMap.IsSymmetric (diag d) ∧ ∀ p, diag d (ket p) = (d p : ℂ) • ket p := by
  constructor
  · intro x y
    simp only [diag, op, LinearMap.coe_mk, AddHom.coe_mk, PiLp.inner_apply,
      Matrix.mulVec_diagonal, RCLike.inner_apply, map_mul, Complex.conj_ofReal]
    refine Finset.sum_congr rfl fun i _ => ?_
    ring
  · intro p
    ext i
    by_cases h : i = p
    · subst h
      simp [diag, op, ket]
    · simp [diag, op, ket, h]

/-- Matrix elements between basis states are the entries of the matrix. -/
theorem inner_ket (A : Matrix Idx Idx ℂ) (p r : Idx) :
    inner ℂ (ket p) (op A (ket r)) = A p r := by
  simp [ket, op, PiLp.inner_apply, apply_ite (starRingEnd ℂ)]
```

These lemmas reduce commutators to differences of diagonal entries, supply symmetry and eigenvectors, and read matrix elements off the matrix.

```lean
/-- The model with one `s` and three `p` orbitals and spin one half meets the hypotheses of the
normal triplet, and the polarisation `(1, 0, 1)` connects the `s` state to all three `p` states
of the same spin. -/
theorem normal_triplet_witness :
    LinearMap.IsSymmetric (diag fun p => mL p.1) ∧
    LinearMap.IsSymmetric (diag fun p => mS p.2) ∧
    IsDipole (diag fun p => mL p.1) (diag fun p => mS p.2)
      (op (lift dx)) (op (lift dy)) (op (lift dz)) ∧
    (∀ p : Idx, IsJointState (diag fun p => e₀ p.1) (diag fun p => mL p.1)
      (diag fun p => mS p.2) (e₀ p.1) (mL p.1) (mS p.2) (ket p)) ∧
    ∀ (i : Fin 4) (σ : Fin 2), i ≠ 0 → inner ℂ (ket (i, σ))
      (polarised (op (lift dx)) (op (lift dy)) (op (lift dz)) 1 0 1 (ket (0, σ))) ≠ 0 := by
  have hcomm : ∀ (d : Idx → ℝ) (B : Matrix Idx Idx ℂ),
      (∀ i j, ((d i : ℂ) - d j) * B i j = 0) → diag d * op B = op B * diag d := by
    intro d B h
    have h' := diag_comm d B B 0 (fun i j => by rw [h i j, zero_mul])
    rw [zero_smul] at h'
    exact sub_eq_zero.mp h'
  -- spin is untouched by every orbital operator
  have hspin : ∀ A, diag (fun p => mS p.2) * op (lift A)
      = op (lift A) * diag (fun p => mS p.2) := by
    intro A
    apply hcomm
    rintro ⟨i, σ⟩ ⟨j, τ⟩
    by_cases h : σ = τ <;> simp [lift, h]
  refine ⟨(diag_spectrum _).1, (diag_spectrum _).1,
    ⟨?_, ?_, ?_, hspin _, hspin _, hspin _⟩,
    fun p => ⟨(diag_spectrum _).2 p, (diag_spectrum _).2 p, (diag_spectrum _).2 p⟩, ?_⟩
  · apply diag_comm
    rintro ⟨i, σ⟩ ⟨j, τ⟩
    by_cases h : σ = τ
    · fin_cases i <;> fin_cases j <;> simp [lift, h, mL, dx, dy]
    · simp [lift, h]
  · apply diag_comm
    rintro ⟨i, σ⟩ ⟨j, τ⟩
    by_cases h : σ = τ
    · fin_cases i <;> fin_cases j <;> simp [lift, h, mL, dx, dy]
    · simp [lift, h]
  · apply hcomm
    rintro ⟨i, σ⟩ ⟨j, τ⟩
    by_cases h : σ = τ
    · fin_cases i <;> fin_cases j <;> simp [lift, h, mL, dz]
    · simp [lift, h]
  · intro i σ hi
    simp only [polarised, LinearMap.add_apply, LinearMap.smul_apply, inner_add_right,
      inner_smul_right, inner_ket]
    fin_cases i <;> simp [lift, dx, dy, dz] at hi ⊢

end

end PaschenBackTriplet
```

The dipole relations are checked entry by entry. Polarisation \((1,0,1)\) gives matrix element 1 from the s state to each p state of the same spin, or \(1/\sqrt2\) for the unit vector \((1,0,1)/\sqrt2\). A single polarisation thus drives all three lines.

```lean
#print axioms PaschenBackTriplet.normal_triplet
-- 'PaschenBackTriplet.normal_triplet' depends on axioms: [propext, Classical.choice, Quot.sound]
```
